# A finite Fourier coupling transverse to a spin lock averages to zero unless the lock frequency matches a harmonic present

In setting up an average-Hamiltonian calculation for a spinning solid under a radio-frequency lock, one goes to the frame of the lock, discards the terms that oscillate and keeps those that have become static. The parts below justify that step at the level of the time-averaged Hamiltonian, for one spin 1/2 with a prescribed coupling that is transverse to the lock field and has finitely many harmonics, and bound the error of stopping at a finite time.

## The coupling and its average

The sample spins at angular frequency $w$, and the lock field drives nutation at angular frequency $v$. All frequencies are in radians per unit time, and $\hbar=1$.

In Lean 4 with Mathlib:

```lean
import Mathlib

open Filter Topology Matrix

namespace RotaryResonance

noncomputable section
```

A phase factor of real frequency $a$ is $e^{iat}$.

```lean
/-- The phase factor `exp(i a t)` of angular frequency `a`. -/
def phase (a t : ℝ) : ℂ := Complex.exp ((a : ℂ) * Complex.I * (t : ℂ))
```

The coupling is $b(t)=\sum_{n\in S} b_n e^{inwt}$. The type `ℤ →₀ ℂ` holds complex coefficients indexed by the integers, only finitely many of them nonzero, and `b.support` is the set $S$ of those $n$ with $b_n\neq 0$. For $w\neq0$ a real coupling has $b_{-n}=\overline{b_n}$, which is not required here. For the secular part of a second-rank interaction in a high static field, with the sample spun exactly at the magic angle, $S$ contains at most $\pm1$ and $\pm2$.

```lean
/-- The coupling under sample spinning at angular frequency `w`: a finite sum of
spinning harmonics `b n * exp(i n w t)`. -/
def coupling (b : ℤ →₀ ℂ) (w t : ℝ) : ℂ :=
  ∑ n ∈ b.support, b n * phase ((n : ℝ) * w) t
```

Write $\langle f\rangle_T=\frac1T\int_0^T f(t)\,dt$ for the time average.

```lean
/-- The average of a signal over the time interval `[0, T]`, for `T > 0`. -/
def timeAverage (f : ℝ → ℂ) (T : ℝ) : ℂ := (T : ℂ)⁻¹ * ∫ t in (0 : ℝ)..T, f t
```

The locked average is $A_v(T)=\langle b(t)e^{-ivt}\rangle_T$. The time $T$ need not be a whole number of rotor periods.

```lean
/-- The average over `[0, T]`, `T > 0`, of the coupling multiplied by `exp(-i v t)`,
where `v` is the nutation frequency of the spin lock. -/
def lockedAverage (b : ℤ →₀ ℂ) (w v : ℝ) : ℝ → ℂ :=
  timeAverage fun t => coupling b w t * phase (-v) t
```

## (a) One oscillating phase

Show that for $a\neq0$ and $T>0$
$$\left|\langle e^{iat}\rangle_T\right|\le\frac{2}{T|a|}.$$

Integrating the exponential gives
$$\langle e^{iat}\rangle_T=\frac{e^{iaT}-1}{iaT}.$$
The numerator is a difference of two numbers of modulus 1, so its modulus is at most 2, and the denominator has modulus $T|a|$.

In the code, `integral_exp_mul_complex` evaluates the integral, `e` records the unit moduli, and `norm_sub_le` is the triangle inequality.

```lean
/-- A phase factor of nonzero frequency `a` averages over `[0, T]`, `T > 0`, to a number
of modulus at most `2 / (T |a|)`. -/
theorem norm_average_phase_le {a T : ℝ} (ha : a ≠ 0) (hT : 0 < T) :
    ‖timeAverage (phase a) T‖ ≤ 2 / (T * |a|) := by
  have hc : (a : ℂ) * Complex.I ≠ 0 :=
    mul_ne_zero (by exact_mod_cast ha) Complex.I_ne_zero
  have e : ∀ t : ℝ, ‖Complex.exp ((a : ℂ) * Complex.I * (t : ℂ))‖ = 1 := fun t => by
    rw [show (a : ℂ) * Complex.I * (t : ℂ) = ((a * t : ℝ) : ℂ) * Complex.I by
      push_cast; ring]
    exact Complex.norm_exp_ofReal_mul_I _
  have hn : ‖(a : ℂ) * Complex.I‖ = |a| := by simp
  have hTn : ‖(T : ℂ)⁻¹‖ = T⁻¹ := by
    rw [norm_inv, Complex.norm_real, Real.norm_of_nonneg hT.le]
  -- the integral is a difference of two unit phases divided by `i a`
  have h2 := norm_sub_le (Complex.exp ((a : ℂ) * Complex.I * (T : ℂ)))
    (Complex.exp ((a : ℂ) * Complex.I * ((0 : ℝ) : ℂ)))
  rw [e, e, one_add_one_eq_two] at h2
  simp only [timeAverage, phase]
  rw [integral_exp_mul_complex hc, norm_mul, norm_div, hn, hTn]
  calc _ ≤ T⁻¹ * (2 / |a|) := by gcongr
    _ = 2 / (T * |a|) := by ring
```

## (b) Separating the harmonics

Show that for all real $w$ and $v$ and all $T>0$
$$A_v(T)=\sum_{n\in S} b_n\,\langle e^{i(nw-v)t}\rangle_T .$$

Multiply each term of $b(t)$ by $e^{-ivt}$ and add the exponents: $e^{inwt}e^{-ivt}=e^{i(nw-v)t}$. The sum is finite and its terms are continuous, so it may be integrated term by term, and each constant $b_n$ comes out of its integral.

The auxiliary statement `h` adds the exponents, and `intervalIntegral.integral_finsetSum` exchanges sum and integral.

```lean
/-- The locked average is the sum of the coefficients `b n`, each weighted by the average of a phase
factor at its offset `n w - v` from the lock frequency. -/
theorem lockedAverage_eq_sum (b : ℤ →₀ ℂ) (w v T : ℝ) :
    lockedAverage b w v T =
      ∑ n ∈ b.support, b n * timeAverage (phase ((n : ℝ) * w - v)) T := by
  have h : ∀ t, coupling b w t * phase (-v) t =
      ∑ n ∈ b.support, b n * phase ((n : ℝ) * w - v) t := by
    intro t
    simp only [coupling, Finset.sum_mul, phase]
    refine Finset.sum_congr rfl fun n _ => ?_
    rw [mul_assoc, ← Complex.exp_add]
    congr 2
    push_cast
    ring
  simp only [lockedAverage, timeAverage, h]
  rw [intervalIntegral.integral_finsetSum fun n _ =>
    Continuous.intervalIntegrable (by unfold phase; fun_prop) _ _, Finset.mul_sum]
  refine Finset.sum_congr rfl fun n _ => ?_
  rw [intervalIntegral.integral_const_mul]
  ring
```

## (c) An error bound at every lock frequency

Show that for $T>0$
$$\Bigl|A_v(T)-\sum_{\substack{n\in S\\ nw=v}} b_n\Bigr|\le\frac2T\sum_{\substack{n\in S\\ nw\ne v}}\frac{|b_n|}{|nw-v|}.$$

Split the sum in (b). If $nw=v$, the phase factor is the constant 1, its average is 1, and the term equals $b_n$ exactly. These terms cancel against the subtracted sum. For each remaining $n$, part (a) with $a=nw-v$ bounds the term by $2|b_n|/(T|nw-v|)$, and the triangle inequality adds the bounds.

The split is done by `Finset.sum_filter_add_sum_filter_not`. It takes a finite set and a condition, and states that the sum over the elements satisfying the condition plus the sum over those violating it is the full sum. With the condition $nw=v$, one statement serves both on and off resonance. Membership in the second filtered set also supplies $nw-v\neq0$, which part (a) needs.

```lean
/-- At any lock frequency and any `T > 0`, the locked average differs from the sum of the
matched coefficients by at most `(2/T) ∑ |b n| / |n w - v|` over the unmatched ones. -/
theorem lockedAverage_error (b : ℤ →₀ ℂ) (w v : ℝ) {T : ℝ} (hT : 0 < T) :
    ‖lockedAverage b w v T - ∑ n ∈ b.support with ((n : ℤ) : ℝ) * w = v, b n‖ ≤
      2 / T * ∑ n ∈ b.support with ¬ ((n : ℤ) : ℝ) * w = v,
        ‖b n‖ / |(n : ℝ) * w - v| := by
  -- a matched harmonic has become static and survives the average unchanged
  have hres : ∑ n ∈ b.support with ((n : ℤ) : ℝ) * w = v,
      b n * timeAverage (phase ((n : ℝ) * w - v)) T =
      ∑ n ∈ b.support with ((n : ℤ) : ℝ) * w = v, b n := by
    refine Finset.sum_congr rfl fun n hn => ?_
    have h0 : timeAverage (phase 0) T = 1 := by simp [timeAverage, phase, hT.ne']
    rw [sub_eq_zero.mpr (Finset.mem_filter.mp hn).2, h0, mul_one]
  rw [lockedAverage_eq_sum, ← Finset.sum_filter_add_sum_filter_not b.support
    (fun n : ℤ => (n : ℝ) * w = v), hres, add_sub_cancel_left, Finset.mul_sum]
  refine (norm_sum_le _ _).trans (Finset.sum_le_sum fun n hn => ?_)
  have hne : (n : ℝ) * w - v ≠ 0 := sub_ne_zero.mpr (Finset.mem_filter.mp hn).2
  rw [norm_mul]
  calc _ ≤ ‖b n‖ * (2 / (T * |(n : ℝ) * w - v|)) :=
        mul_le_mul_of_nonneg_left (norm_average_phase_le hne hT) (norm_nonneg _)
    _ = 2 / T * (‖b n‖ / |(n : ℝ) * w - v|) := by ring
```

## (d) The long-time limit

Show that
$$\lim_{T\to\infty}A_v(T)=\sum_{\substack{n\in S\\ nw=v}} b_n .$$

The right-hand side of (c) is $2/T$ times a number independent of $T$, so it tends to zero. The distance from $A_v(T)$ to the proposed limit lies between zero and this bound.

`Tendsto … atTop (𝓝 …)` expresses the limit $T\to\infty$, and `squeeze_zero'` performs the squeeze, asking for the bound only at large $T$.

```lean
/-- For long times the locked average tends to the sum of the matched coefficients. -/
theorem tendsto_lockedAverage (b : ℤ →₀ ℂ) (w v : ℝ) :
    Tendsto (lockedAverage b w v) atTop
      (𝓝 (∑ n ∈ b.support with ((n : ℤ) : ℝ) * w = v, b n)) := by
  have h0 : Tendsto (fun T : ℝ => 2 / T) atTop (𝓝 0) :=
    tendsto_const_nhds.div_atTop tendsto_id
  have h := h0.mul_const
    (∑ n ∈ b.support with ¬ ((n : ℤ) : ℝ) * w = v, ‖b n‖ / |(n : ℝ) * w - v|)
  rw [zero_mul] at h
  exact tendsto_iff_norm_sub_tendsto_zero.mpr
    (squeeze_zero' (Eventually.of_forall fun _ => norm_nonneg _)
      ((eventually_gt_atTop 0).mono fun T hT => lockedAverage_error b w v hT) h)
```

## (e) Matched and unmatched locks

Let $w>0$. Show that if $v=mw$ for an integer $m$, then
$$A_v(T)\to b_m\quad(T\to\infty),$$
and that if $nw\neq v$ for every $n\in S$, then $A_v(T)\to0$, with
$$|A_v(T)|\le\frac2T\sum_{n\in S}\frac{|b_n|}{|nw-v|}\quad\text{for all }T>0.$$

If $v=mw$, then $nw=v$ gives $nw=mw$ and hence $n=m$. The sum in (d) therefore reduces to $b_m$. If $m\notin S$, the sum is empty and $b_m=0$, so the formula still holds. If no harmonic present is matched, the matched sum in (c) and (d) is empty and the unmatched one runs over all of $S$.

The cancellation needs only $w\neq0$. At $w=v=0$ every harmonic is matched and the limit is $\sum_{n\in S} b_n$. In the code, `Finset.sum_eq_single` reduces the sum to one term, and the `Finset.filter_…` lemmas treat the unmatched case.

A single harmonic $b_1$ with offset $\delta=w-v\neq0$ shows how the bound behaves near resonance. It is a mathematical example, since a real coupling would also contain $b_{-1}$. By the formula in (a), $|A_v(T)|=|b_1|\,|e^{i\delta T}-1|/(T|\delta|)$, which reaches the bound when $\delta T$ is an odd multiple of $\pi$. At fixed $T$ the average tends to $b_1$ as $\delta\to0$, whereas at fixed $\delta$ it tends to zero as $T\to\infty$. With a slightly mismatched lock the average thus stays close to $b_1$ for times short compared with $1/|\delta|$, and it remains small compared with $|b_1|$ once $T$ is long compared with $1/|\delta|$. In between it already vanishes at $T=2\pi/|\delta|$, but only momentarily.

```lean
/-- Rotary resonance, for spinning frequency `w > 0`: if `v = m w` the locked average tends
to `b m`; if `v` matches no harmonic present in the coupling it tends to zero, with error
at most `(2/T) ∑ |b n| / |n w - v|` at every `T > 0`. -/
theorem rotary_resonance (b : ℤ →₀ ℂ) {w : ℝ} (hw : 0 < w) (v : ℝ) :
    (∀ m : ℤ, v = m * w → Tendsto (lockedAverage b w v) atTop (𝓝 (b m))) ∧
    ((∀ n ∈ b.support, (n : ℝ) * w ≠ v) →
      Tendsto (lockedAverage b w v) atTop (𝓝 0) ∧
      ∀ T > 0, ‖lockedAverage b w v T‖ ≤
        2 / T * ∑ n ∈ b.support, ‖b n‖ / |(n : ℝ) * w - v|) := by
  refine ⟨fun m hv => ?_, fun hoff => ?_⟩
  · -- since `w > 0`, only the harmonic `m` is matched
    have hs : ∑ n ∈ b.support with ((n : ℤ) : ℝ) * w = v, b n = b m := by
      rw [hv, Finset.sum_filter, Finset.sum_eq_single m]
      · simp
      · intro n _ hn
        exact if_neg fun h => hn (by exact_mod_cast mul_right_cancel₀ hw.ne' h)
      · intro hm
        simp [Finsupp.notMem_support_iff.mp hm]
    exact hs ▸ tendsto_lockedAverage b w v
  · have h : ∀ n ∈ b.support, ¬ ((n : ℝ) * w = v) := hoff
    have hlim := tendsto_lockedAverage b w v
    rw [Finset.filter_false_of_mem h, Finset.sum_empty] at hlim
    refine ⟨hlim, fun T hT => ?_⟩
    have e := lockedAverage_error b w v hT
    rwa [Finset.filter_false_of_mem h, Finset.filter_true_of_mem h, Finset.sum_empty,
      sub_zero] at e
```

## (f) When the average vanishes

Let $w>0$. Show that
$$\lim_{T\to\infty}A_v(T)=0\iff nw\neq v\ \text{ for every } n\in S .$$

The implication from right to left is in (e). Conversely, suppose the limit is zero but $nw=v$ for some $n\in S$. By (e) the limit is also $b_n$. Limits are unique, so $b_n=0$, which contradicts $n\in S$.

Uniqueness enters as `tendsto_nhds_unique`. A lock at $v=mw$ with $b_m=0$ therefore still decouples, in the sense that this average vanishes.

```lean
/-- For `w > 0`, the locked average tends to zero at long times if and only if the lock frequency
`v` differs from `n w` for every harmonic `n` present in the coupling. -/
theorem decoupling_iff (b : ℤ →₀ ℂ) {w : ℝ} (hw : 0 < w) (v : ℝ) :
    Tendsto (lockedAverage b w v) atTop (𝓝 0) ↔ ∀ n ∈ b.support, (n : ℝ) * w ≠ v := by
  refine ⟨fun h n hn hv => ?_, fun h => ((rotary_resonance b hw v).2 h).1⟩
  exact Finsupp.mem_support_iff.mp hn
    (tendsto_nhds_unique h ((rotary_resonance b hw v).1 n hv.symm)).symm
```

## (g) The spin Hamiltonian in the frame of the lock

Work in the frame rotating at the radio frequency, with the lock on resonance, and choose axes there with the lock field along $z$. For a coupling transverse to the lock, the spin has the Hamiltonian $vS_z+b(t)S_x$. The secular part of a chemical-shift anisotropy takes this form, because it acts along the static field, to which the lock field is perpendicular. The lock alone generates the rotation $U(t)=e^{-ivtS_z}$, which is diagonal.

```lean
/-- The rotation `exp(-i v t S_z)` of a spin 1/2 locked along `z`. -/
def lockRotation (v t : ℝ) : Matrix (Fin 2) (Fin 2) ℂ :=
  !![phase (-(v / 2)) t, 0; 0, phase (v / 2) t]
```

Passing to its frame removes $vS_z$ and leaves $\tilde H(t)=U^\dagger(t)\,b(t)S_x\,U(t)$. The code defines $\tilde H$ by this conjugation.

```lean
/-- The transverse coupling `b(t) S_x` seen in the frame that rotates with the lock. -/
def frameHamiltonian (b : ℤ →₀ ℂ) (w v t : ℝ) : Matrix (Fin 2) (Fin 2) ℂ :=
  (lockRotation v t)ᴴ * (coupling b w t • !![0, 1 / 2; 1 / 2, 0]) * lockRotation v t
```

Show that
$$\tilde H(t)=\frac{b(t)}2\begin{pmatrix}0&e^{ivt}\\ e^{-ivt}&0\end{pmatrix}.$$

We have $U=\mathrm{diag}(e^{-ivt/2},e^{ivt/2})$ and $U^\dagger=\mathrm{diag}(e^{ivt/2},e^{-ivt/2})$, while $S_x$ has off-diagonal elements $1/2$ and zero diagonal. The upper right element is $e^{ivt/2}\cdot\frac{b(t)}2\cdot e^{ivt/2}$, and the lower left one is $e^{-ivt/2}\cdot\frac{b(t)}2\cdot e^{-ivt/2}$.

The statement `hU` computes $U^\dagger$, `h1` and `h2` combine the half-angle phases, and `fin_cases` goes through the four elements.

```lean
/-- In the frame of the lock the two spin-flip elements of the coupling carry the
phases `exp(i v t)` and `exp(-i v t)`, and the diagonal elements vanish. -/
theorem frameHamiltonian_eq (b : ℤ →₀ ℂ) (w v t : ℝ) :
    frameHamiltonian b w v t =
      !![0, coupling b w t * phase v t / 2; coupling b w t * phase (-v) t / 2, 0] := by
  have hs : ∀ a, (starRingEnd ℂ) (phase a t) = phase (-a) t := by
    intro a
    simp only [phase]
    rw [← Complex.exp_conj]
    simp
  have hp : ∀ a c, phase a t * phase c t = phase (a + c) t := by
    intro a c
    simp only [phase, ← Complex.exp_add]
    congr 1
    push_cast
    ring
  have h1 : phase (v / 2) t * phase (v / 2) t = phase v t := by rw [hp, add_halves]
  have h2 : phase (-(v / 2)) t * phase (-(v / 2)) t = phase (-v) t := by
    rw [hp, ← neg_add, add_halves]
  have hU : (lockRotation v t)ᴴ = !![phase (v / 2) t, 0; 0, phase (-(v / 2)) t] := by
    ext i j
    fin_cases i <;> fin_cases j <;> simp [lockRotation, Matrix.conjTranspose_apply, hs]
  rw [frameHamiltonian, hU, lockRotation, ← h1, ← h2]
  ext i j
  fin_cases i <;> fin_cases j <;> simp [Matrix.mul_apply, Fin.sum_univ_two] <;> ring
```

## (h) The recoupled Hamiltonian

Let $w>0$ and $v=mw$. Show that, element by element,
$$\langle\tilde H\rangle_T\to\frac12\begin{pmatrix}0&b_{-m}\\ b_m&0\end{pmatrix}\quad(T\to\infty).$$

The lower left element averages to $A_v(T)/2$, which tends to $b_m/2$ by (e). The upper right element carries $e^{ivt}$, so its average is $A_{-v}(T)/2$. Since $-v=(-m)w$, part (e) gives the limit $b_{-m}/2$. The diagonal vanishes at all times.

These two uses of (e) are `hplus` and `hminus`, and `half` takes the factor $1/2$ out of the average. For a real coupling the limit is Hermitian. For $m=0$ there is no lock, and the limit is $b_0S_x$.

The limit concerns the time-averaged Hamiltonian, the lowest order of average Hamiltonian theory. Higher orders, the propagator, relaxation and networks of coupled spins are not treated here.

```lean
/-- At the matching condition `v = m w`, `w > 0`, the time-averaged Hamiltonian in the
frame of the lock tends, element by element, to the matrix with spin-flip elements
`b (-m) / 2` and `b m / 2`. -/
theorem recoupled_hamiltonian (b : ℤ →₀ ℂ) {w v : ℝ} (hw : 0 < w) (m : ℤ)
    (hv : v = m * w) (i j : Fin 2) :
    Tendsto (fun T => timeAverage (fun t => frameHamiltonian b w v t i j) T) atTop
      (𝓝 ((!![0, b (-m) / 2; b m / 2, 0] : Matrix (Fin 2) (Fin 2) ℂ) i j)) := by
  have half : ∀ (f : ℝ → ℂ) (T : ℝ),
      timeAverage (fun t => f t / 2) T = timeAverage f T / 2 := by
    intro f T
    simp only [timeAverage, intervalIntegral.integral_div, mul_div_assoc]
  have hplus := (rotary_resonance b hw v).1 m hv
  -- the other spin-flip element sees the lock frequency with opposite sign
  have hminus := (rotary_resonance b hw (-v)).1 (-m) (by rw [hv]; push_cast; ring)
  simp only [lockedAverage, neg_neg] at hplus hminus
  simp only [frameHamiltonian_eq]
  fin_cases i <;> fin_cases j
  · simp [timeAverage]
  · change Tendsto (fun T => timeAverage (fun t => coupling b w t * phase v t / 2) T)
      atTop (𝓝 (b (-m) / 2))
    simp only [half (fun t => coupling b w t * phase v t)]
    exact hminus.div_const 2
  · change Tendsto (fun T => timeAverage (fun t => coupling b w t * phase (-v) t / 2) T)
      atTop (𝓝 (b m / 2))
    simp only [half (fun t => coupling b w t * phase (-v) t)]
    exact hplus.div_const 2
  · simp [timeAverage]

end

end RotaryResonance
```

```lean
#print axioms RotaryResonance.decoupling_iff
#print axioms RotaryResonance.recoupled_hamiltonian
```

```
'RotaryResonance.decoupling_iff' depends on axioms: [propext, Classical.choice, Quot.sound]
'RotaryResonance.recoupled_hamiltonian' depends on axioms: [propext, Classical.choice, Quot.sound]
```
